# Rotations by unit quaternions commute exactly when the vector parts are linearly dependent or both are half turns about perpendicular axes

## Vectors as quaternions without a real part

A vector of three-dimensional space is taken here to be a quaternion v with zero real part, so that rotations and the vectors they act on live in one algebra. A unit quaternion p acts by

v ↦ p v p*,

where p* is the conjugate of p. Two rotations commute if the order of application makes no difference for any such v.

Write p = α + u and q = β + w, with real parts α, β and vector parts u, w. For a rotation by the angle θ about a unit vector n, α = cos(θ/2) and u = sin(θ/2) n. The vector part therefore points along the axis, and it vanishes only for p = ±1, which leaves every vector in place. Linear dependence of u and w means that the axes coincide or that one rotation is the identity.

In rigid-body simulation with orientations stored as unit quaternions, the criterion tells when two successive finite rotations about axes fixed in space may be exchanged, for real numbers and without rounding. For a single spin 1/2, where unit quaternions act on two-component spinors, perpendicular half turns anticommute although the corresponding rotations of space commute.

## From rotations to products

The action keeps the real part at zero, since Re(p v p*) = Re(v p* p) = Re v = 0. It keeps lengths because the length of a product is the product of the lengths. Applying q first and then p gives

p (q v q*) p* = (pq) v (pq)*.

The rotations commute exactly when pq and qp act identically on all vectors.

Suppose that unit quaternions a and b act identically: a v a* = b v b* for every vector v. Multiply by b* on the left and by a on the right. With c = b* a this becomes

c v = v c.

The commutator of c with v is twice the cross product of the vector part of c with v. If it vanishes for v = i and v = j, all three components of the vector part are zero, and c is a real number r. Then a = b r, and comparing lengths gives r² = 1, so a = ±b. Conversely, a sign cancels in a v a*. The rotations therefore commute exactly when

pq = qp or pq = −qp.

## The two signs

The product rule is

pq = αβ − u·w + α w + β u + u × w.

**The plus sign.** Subtracting qp gives pq − qp = 2 u × w. If this vanishes, then for each component X = I, J, K

wX u − uX w = 0.

Were u and w independent, every uX would be zero, hence u = 0, a contradiction. Conversely, let s u + t w = 0 with s and t not both zero. Taking cross products with w and with u gives s (u × w) = 0 and t (u × w) = 0, so u × w = 0.

**The minus sign.** Adding qp gives

pq + qp = 2(αβ − u·w) + 2(α w + β u).

If this is zero, multiply αβ − u·w = 0 by β, take the scalar product of α w + β u = 0 with w, and add:

α (β² + w·w) = 0.

Since q ≠ 0, α = 0. By symmetry β = 0, and then u·w = 0. Conversely, these three conditions make the sum vanish.

A unit quaternion with α = 0 is a half turn. It fixes its axis, since p p p* = p. A vector v perpendicular to u anticommutes with p, so p v p* = −v p p* = −v.

## A numerical instance

Take p = (3i + 4j)/5 and q = (4i − 3j)/5. Both have unit length and zero real part, and u·w = (12 − 12)/25 = 0. The remaining component of the product is

(3·(−3) − 4·4)/25 = −1,

so pq = −k and qp = k. The quaternions differ, but both products send i to −i, j to −j and k to k.

For quarter turns about the same kind of perpendicular axes, p = (1 + i)/√2 and q = (1 + j)/√2, the products are

pq = (1 + i + j + k)/2 and qp = (1 + i + j − k)/2.

They are neither equal nor opposite. Applied to k, the first gives i and the second gives −j.

## Reading the Lean statement

The type `ℍ[ℝ]` is that of real quaternions, with components `re`, `imI`, `imJ` and `imK`. `vecPart p` is u as a triple of reals, `star p` is p*, and `rot p v` is p v p*. The hypothesis `Quaternion.normSq p = 1` says that the squared length is one, and `v.re = 0` restricts v to vectors of space.

In `rotations_commute_iff`, the left side says that `rot p (rot q v)` equals `rot q (rot p v)` for all vectors v; the inner rotation acts first. On the right, `¬ LinearIndependent ℝ ![vecPart p, vecPart q]` is linear dependence of the ordered pair. Because it is a pair and not a set, p = q counts as dependent. The other alternative says that both real parts vanish and that the scalar product `⬝ᵥ` of the vector parts is zero.

The theorem speaks of quaternions, not of rotation matrices or Euler angles. The half-angle formula above is the usual dictionary and serves only to interpret the result.

## The complete file

```lean
import Mathlib

open Matrix
open scoped Quaternion

namespace CommutingRotations

noncomputable section

/-- The vector part of a quaternion, as a vector of three-dimensional space. -/
def vecPart (p : ℍ[ℝ]) : Fin 3 → ℝ := ![p.imI, p.imJ, p.imK]

/-- The action `v ↦ p v p*` of a quaternion `p`; it is used for unit `p` and for
vectors `v`, that is, quaternions with zero real part. -/
def rot (p v : ℍ[ℝ]) : ℍ[ℝ] := p * v * star p

/-- The scalar product of two vector parts, written in components. -/
theorem vecPart_dot (p q : ℍ[ℝ]) :
    vecPart p ⬝ᵥ vecPart q = p.imI * q.imI + p.imJ * q.imJ + p.imK * q.imK := by
  simp [vecPart, dotProduct, Fin.sum_univ_three]

/-- A unit quaternion sends vectors to vectors and preserves their length. -/
theorem rot_vector {p v : ℍ[ℝ]} (hp : Quaternion.normSq p = 1) (hv : v.re = 0) :
    (rot p v).re = 0 ∧ Quaternion.normSq (rot p v) = Quaternion.normSq v := by
  constructor
  · simp [rot, hv]
    ring
  · simp [rot, hp]

/-- Applying `q` and then `p` is the action of the product `p q`. -/
theorem rot_rot (p q v : ℍ[ℝ]) : rot p (rot q v) = rot (p * q) v := by
  simp only [rot, star_mul, mul_assoc]

/-- A quaternion that commutes with every vector is real. -/
theorem real_of_commutes {c : ℍ[ℝ]} (h : ∀ v : ℍ[ℝ], v.re = 0 → c * v = v * c) :
    c = (c.re : ℍ[ℝ]) := by
  -- it is enough to test the unit vectors i and j
  obtain ⟨i, i0, i1, i2, i3⟩ : ∃ i : ℍ[ℝ], i.re = 0 ∧ i.imI = 1 ∧ i.imJ = 0 ∧ i.imK = 0 :=
    ⟨⟨0, 1, 0, 0⟩, rfl, rfl, rfl, rfl⟩
  obtain ⟨j, j0, j1, j2, j3⟩ : ∃ j : ℍ[ℝ], j.re = 0 ∧ j.imI = 0 ∧ j.imJ = 1 ∧ j.imK = 0 :=
    ⟨⟨0, 0, 1, 0⟩, rfl, rfl, rfl, rfl⟩
  have hi := h i i0
  have hj := h j j0
  have h1 := congrArg (fun x : ℍ[ℝ] => x.imJ) hi
  have h2 := congrArg (fun x : ℍ[ℝ] => x.imK) hi
  have h3 := congrArg (fun x : ℍ[ℝ] => x.imK) hj
  simp only [Quaternion.imJ_mul, Quaternion.imK_mul, i0, i1, i2, i3, j0, j1, j2, j3]
    at h1 h2 h3
  have hI : c.imI = 0 := by linarith
  have hJ : c.imJ = 0 := by linarith
  have hK : c.imK = 0 := by linarith
  ext <;> simp [hI, hJ, hK]

/-- Two unit quaternions give the same rotation of all vectors exactly when they
are equal up to sign. -/
theorem rot_eq_iff {a b : ℍ[ℝ]} (ha : Quaternion.normSq a = 1)
    (hb : Quaternion.normSq b = 1) :
    (∀ v : ℍ[ℝ], v.re = 0 → rot a v = rot b v) ↔ a = b ∨ a = -b := by
  constructor
  · intro h
    have ha' : star a * a = 1 := by simp [Quaternion.star_mul_self, ha]
    have hb' : star b * b = 1 := by simp [Quaternion.star_mul_self, hb]
    have hb'' : b * star b = 1 := by simp [Quaternion.self_mul_star, hb]
    -- the relative quaternion b* a commutes with every vector, so it is real
    have hc := real_of_commutes (c := star b * a) (fun v hv => by
      have h' : a * v * star a = b * v * star b := h v hv
      calc star b * a * v = star b * (a * v * star a) * a := by
            simp only [mul_assoc, ha', mul_one]
        _ = star b * (b * v * star b) * a := by rw [h']
        _ = (star b * b) * (v * (star b * a)) := by simp only [mul_assoc]
        _ = v * (star b * a) := by rw [hb', one_mul])
    generalize (star b * a).re = r at hc
    have hab : a = b * (r : ℍ[ℝ]) := by
      rw [← hc, ← mul_assoc, hb'', one_mul]
    -- its length is one, so it is a sign
    have hr : r * r = 1 := by
      have hn := congrArg Quaternion.normSq hab
      rw [map_mul, ha, hb, Quaternion.normSq_coe] at hn
      linarith
    rcases mul_self_eq_one_iff.mp hr with h1 | h1
    · left
      rw [hab, h1]
      simp
    · right
      rw [hab, h1]
      simp
  · rintro (h | h) v _
    · rw [h]
    · simp [rot, h]

/-- Two quaternions commute exactly when their vector parts are linearly dependent. -/
theorem commute_iff (p q : ℍ[ℝ]) :
    p * q = q * p ↔ ¬ LinearIndependent ℝ ![vecPart p, vecPart q] := by
  rw [LinearIndependent.pair_iff]
  constructor
  · intro hc h
    -- the cross product of the vector parts vanishes
    have cI := congrArg (fun x : ℍ[ℝ] => x.imI) hc
    have cJ := congrArg (fun x : ℍ[ℝ] => x.imJ) hc
    have cK := congrArg (fun x : ℍ[ℝ] => x.imK) hc
    simp only [Quaternion.imI_mul, Quaternion.imJ_mul, Quaternion.imK_mul] at cI cJ cK
    have h1 := (h q.imI (-p.imI) (by
      ext i; fin_cases i <;> simp [vecPart] <;> linarith)).2
    have h2 := (h q.imJ (-p.imJ) (by
      ext i; fin_cases i <;> simp [vecPart] <;> linarith)).2
    have h3 := (h q.imK (-p.imK) (by
      ext i; fin_cases i <;> simp [vecPart] <;> linarith)).2
    have h4 := (h 1 0 (by
      ext i; fin_cases i <;> simp [vecPart] <;> linarith)).1
    exact one_ne_zero h4
  · intro hn
    by_contra hc
    refine hn fun s t h => ?_
    have hI : s * p.imI + t * q.imI = 0 := by simpa [vecPart] using congrFun h 0
    have hJ : s * p.imJ + t * q.imJ = 0 := by simpa [vecPart] using congrFun h 1
    have hK : s * p.imK + t * q.imK = 0 := by simpa [vecPart] using congrFun h 2
    -- both coefficients annihilate the nonzero commutator
    have hs : s • (p * q - q * p) = 0 := by
      ext <;> simp only [Quaternion.re_smul, Quaternion.imI_smul, Quaternion.imJ_smul,
        Quaternion.imK_smul, Quaternion.re_sub, Quaternion.imI_sub, Quaternion.imJ_sub,
        Quaternion.imK_sub, Quaternion.re_mul, Quaternion.imI_mul, Quaternion.imJ_mul,
        Quaternion.imK_mul, Quaternion.re_zero, Quaternion.imI_zero, Quaternion.imJ_zero,
        Quaternion.imK_zero, smul_eq_mul]
      · ring
      · linear_combination 2 * q.imK * hJ - 2 * q.imJ * hK
      · linear_combination 2 * q.imI * hK - 2 * q.imK * hI
      · linear_combination 2 * q.imJ * hI - 2 * q.imI * hJ
    have ht : t • (p * q - q * p) = 0 := by
      ext <;> simp only [Quaternion.re_smul, Quaternion.imI_smul, Quaternion.imJ_smul,
        Quaternion.imK_smul, Quaternion.re_sub, Quaternion.imI_sub, Quaternion.imJ_sub,
        Quaternion.imK_sub, Quaternion.re_mul, Quaternion.imI_mul, Quaternion.imJ_mul,
        Quaternion.imK_mul, Quaternion.re_zero, Quaternion.imI_zero, Quaternion.imJ_zero,
        Quaternion.imK_zero, smul_eq_mul]
      · ring
      · linear_combination 2 * p.imJ * hK - 2 * p.imK * hJ
      · linear_combination 2 * p.imK * hI - 2 * p.imI * hK
      · linear_combination 2 * p.imI * hJ - 2 * p.imJ * hI
    have hne : p * q - q * p ≠ 0 := sub_ne_zero.mpr hc
    exact ⟨(smul_eq_zero.mp hs).resolve_right hne, (smul_eq_zero.mp ht).resolve_right hne⟩

/-- Two nonzero quaternions anticommute exactly when both are pure and their vector
parts are orthogonal. -/
theorem anticommute_iff {p q : ℍ[ℝ]} (hp : p ≠ 0) (hq : q ≠ 0) :
    p * q = -(q * p) ↔ p.re = 0 ∧ q.re = 0 ∧ vecPart p ⬝ᵥ vecPart q = 0 := by
  rw [vecPart_dot]
  constructor
  · intro h
    have e0 := congrArg (fun x : ℍ[ℝ] => x.re) h
    have eI := congrArg (fun x : ℍ[ℝ] => x.imI) h
    have eJ := congrArg (fun x : ℍ[ℝ] => x.imJ) h
    have eK := congrArg (fun x : ℍ[ℝ] => x.imK) h
    simp only [Quaternion.re_neg, Quaternion.imI_neg, Quaternion.imJ_neg,
      Quaternion.imK_neg, Quaternion.re_mul, Quaternion.imI_mul, Quaternion.imJ_mul,
      Quaternion.imK_mul] at e0 eI eJ eK
    -- each scalar part times the squared length of the other quaternion vanishes
    have h1 : p.re * Quaternion.normSq q = 0 := by
      rw [Quaternion.normSq_def']
      linear_combination (q.re * e0 + q.imI * eI + q.imJ * eJ + q.imK * eK) / 2
    have h2 : q.re * Quaternion.normSq p = 0 := by
      rw [Quaternion.normSq_def']
      linear_combination (p.re * e0 + p.imI * eI + p.imJ * eJ + p.imK * eK) / 2
    have hp0 := (mul_eq_zero.mp h1).resolve_right (Quaternion.normSq_ne_zero.mpr hq)
    have hq0 := (mul_eq_zero.mp h2).resolve_right (Quaternion.normSq_ne_zero.mpr hp)
    refine ⟨hp0, hq0, ?_⟩
    linear_combination q.re * hp0 - e0 / 2
  · rintro ⟨h1, h2, h3⟩
    ext <;> simp only [Quaternion.re_neg, Quaternion.imI_neg, Quaternion.imJ_neg,
      Quaternion.imK_neg, Quaternion.re_mul, Quaternion.imI_mul, Quaternion.imJ_mul,
      Quaternion.imK_mul, h1, h2]
    · linear_combination (-2) * h3
    · ring
    · ring
    · ring

/-- The rotations of two unit quaternions commute exactly when the vector parts are
linearly dependent, or both quaternions are pure with orthogonal vector parts. -/
theorem rotations_commute_iff {p q : ℍ[ℝ]} (hp : Quaternion.normSq p = 1)
    (hq : Quaternion.normSq q = 1) :
    (∀ v : ℍ[ℝ], v.re = 0 → rot p (rot q v) = rot q (rot p v)) ↔
      ¬ LinearIndependent ℝ ![vecPart p, vecPart q] ∨
        (p.re = 0 ∧ q.re = 0 ∧ vecPart p ⬝ᵥ vecPart q = 0) := by
  have hp0 : p ≠ 0 := by rintro rfl; simp at hp
  have hq0 : q ≠ 0 := by rintro rfl; simp at hq
  simp only [rot_rot]
  -- equal rotations mean equal products up to sign
  rw [rot_eq_iff (by rw [map_mul, hp, hq, one_mul]) (by rw [map_mul, hp, hq, one_mul]),
    commute_iff, anticommute_iff hp0 hq0]

/-- A pure unit quaternion acts as a half turn: it fixes its own axis and reverses
every vector perpendicular to it. -/
theorem half_turn {p : ℍ[ℝ]} (hp : Quaternion.normSq p = 1) (h0 : p.re = 0) :
    rot p p = p ∧
      ∀ v : ℍ[ℝ], v.re = 0 → vecPart p ⬝ᵥ vecPart v = 0 → rot p v = -v := by
  have hs : p * star p = 1 := by simp [Quaternion.self_mul_star, hp]
  have hp0 : p ≠ 0 := by rintro rfl; simp at hp
  refine ⟨by rw [rot, mul_assoc, hs, mul_one], fun v hv hd => ?_⟩
  by_cases hv0 : v = 0
  · simp [rot, hv0]
  · rw [rot, (anticommute_iff hp0 hv0).mpr ⟨h0, hv, hd⟩, neg_mul, mul_assoc, hs, mul_one]

/-- For pure unit quaternions with orthogonal vector parts the rotations commute,
although the quaternions themselves do not. -/
theorem perpendicular_half_turns {p q : ℍ[ℝ]} (hp : Quaternion.normSq p = 1)
    (hq : Quaternion.normSq q = 1) (hp0 : p.re = 0) (hq0 : q.re = 0)
    (hd : vecPart p ⬝ᵥ vecPart q = 0) :
    (∀ v : ℍ[ℝ], v.re = 0 → rot p (rot q v) = rot q (rot p v)) ∧ p * q ≠ q * p := by
  refine ⟨(rotations_commute_iff hp hq).mpr (Or.inr ⟨hp0, hq0, hd⟩), fun hc => ?_⟩
  have hpn : p ≠ 0 := by rintro rfl; simp at hp
  have hqn : q ≠ 0 := by rintro rfl; simp at hq
  have ha := (anticommute_iff hpn hqn).mpr ⟨hp0, hq0, hd⟩
  -- commuting and anticommuting together would make the product vanish
  have h2 : (2 : ℝ) • (q * p) = 0 := by
    rw [two_smul]
    exact eq_neg_iff_add_eq_zero.mp (hc.symm.trans ha)
  exact mul_ne_zero hqn hpn ((smul_eq_zero.mp h2).resolve_left two_ne_zero)

end

end CommutingRotations
```

```lean
#print axioms CommutingRotations.rot_vector
-- 'CommutingRotations.rot_vector' depends on axioms: [propext, Classical.choice, Quot.sound]
#print axioms CommutingRotations.rotations_commute_iff
-- 'CommutingRotations.rotations_commute_iff' depends on axioms: [propext, Classical.choice, Quot.sound]
#print axioms CommutingRotations.half_turn
-- 'CommutingRotations.half_turn' depends on axioms: [propext, Classical.choice, Quot.sound]
#print axioms CommutingRotations.perpendicular_half_turns
-- 'CommutingRotations.perpendicular_half_turns' depends on axioms: [propext, Classical.choice, Quot.sound]
```

## How the lemmas fit together

`rot_vector` confirms that vectors go to vectors of the same length, and `rot_rot` is the composition rule. `real_of_commutes` tests c against i and j and reads off three components. `rot_eq_iff` follows the argument with c = b* a: its `calc` block proves c v = v c, and `mul_self_eq_one_iff` turns r² = 1 into the two signs.

In `commute_iff`, `LinearIndependent.pair_iff` rewrites independence as the statement that s u + t w = 0 forces s = t = 0. The forward direction applies this to the coefficients wX and −uX, finds u = 0, and reaches a contradiction with the coefficients 1 and 0. The reverse direction assumes pq ≠ qp and shows that s and t each annihilate the nonzero commutator, so both are zero and the pair is independent.

`anticommute_iff` treats the minus sign and needs only that p and q are nonzero. The main theorem then consists of rewriting: `rot_rot` produces the products, `rot_eq_iff` yields the two signs, and the two criteria translate them.

`half_turn` uses anticommutation for nonzero perpendicular v and treats v = 0 separately. `perpendicular_half_turns` adds that p and q themselves do not commute: otherwise 2qp = 0, which is impossible for nonzero quaternions.

## Checking identities with `linear_combination`

Most of the algebra in the two criteria is checked by the tactic `linear_combination`; the forward direction of `commute_iff` uses `linarith` instead. `linear_combination` is given a combination of known equations and checks, by ring arithmetic, that the goal follows from it. It does not search for the coefficients; they have to be supplied.

For α (β² + w·w) = 0 the file supplies

`(q.re * e0 + q.imI * eI + q.imJ * eJ + q.imK * eK) / 2`

Here `e0`, `eI`, `eJ` and `eK` are the four components of pq = −qp. The coefficients are the components of q, exactly as in the derivation: β multiplies the scalar equation, and w is contracted with the vector equation. The terms β u·w cancel, and the division by 2 removes the common factor.
